# At low temperature, the Chebyshev coefficients of the first Matsubara pole pair decay at a rate close to $\pi/(\beta W)$ per degree

What should "decays at a rate of about $\pi/(\beta W)$ per degree" mean as a theorem: a limit at low temperature, or inequalities that hold at every temperature? The claim I have in mind concerns energies $E$ in a band $[-W,W]$, measured from the chemical potential, at inverse temperature $\beta$. The Fermi function has its poles nearest to the real axis at $\pm i\pi/\beta$. In the scaled variable $x=E/W$ they sit at $\pm ia$ with $a=\pi/(\beta W)$, and the odd combination of the two is $x/(x^2+a^2)$. With $\rho=a+\sqrt{1+a^2}$, I expect

$$\frac{x}{x^2+a^2}=\frac{2}{\sqrt{1+a^2}}\sum_{k=0}^{\infty}(-1)^k\rho^{-(2k+1)}\,T_{2k+1}(x),\qquad x\in[-1,1],$$

where $T_n$ is the Chebyshev polynomial of degree $n$, and $\ln\rho\approx a$ for small $a$. I would like to see this derived rigorously and checked by machine in Lean.

## An explicit series with two-sided bounds

Inequalities are the better choice, because they hold for every $a>0$ and show how good "about" is. Write $b_k$ for the coefficient of $T_{2k+1}$ in your series. Its size is exactly $2\rho^{-(2k+1)}/\sqrt{1+a^2}$, so the rate per degree is $\ln\rho$, and the bounds

$$a-\frac{a^3}{6}\le\ln\rho\le a$$

place it within a relative distance $a^2/6$ of $a$.

In a Chebyshev expansion of the Fermi function for non-interacting electrons, this pole pair enters with the weight $-2/(\beta W)$, which scales all its coefficients alike. For them to fall to a fixed small fraction of the first one, the polynomial degree must therefore grow in proportion to $\beta W$ at low temperature.

## Summing a geometric series on a circle

Put $s=\sqrt{1+a^2}$. Since $(s+a)(s-a)=1$, we have $\rho^{-1}=s-a$, and this lies strictly between 0 and 1 for $a>0$. Write $x=\cos\theta$ and $z=\rho^{-1}e^{i\theta}$. Then

$$z(-z^2)^k=(-1)^k\rho^{-(2k+1)}e^{i(2k+1)\theta},$$

and because $T_n(\cos\theta)=\cos n\theta$, its real part is $(-1)^k\rho^{-(2k+1)}T_{2k+1}(x)$.

As $|z|<1$, the geometric series converges:

$$\sum_{k=0}^\infty z(-z^2)^k=\frac{z}{1+z^2}=\frac{1}{z+z^{-1}}.$$

The denominator follows from $z=(s-a)e^{i\theta}$ and $z^{-1}=(s+a)e^{-i\theta}$:

$$z+z^{-1}=2(s\cos\theta-ia\sin\theta).$$

Its squared modulus is $4(s^2\cos^2\theta+a^2\sin^2\theta)=4(\cos^2\theta+a^2)$, so

$$\operatorname{Re}\frac{z}{1+z^2}=\frac{s\cos\theta}{2(\cos^2\theta+a^2)}.$$

Multiplying by $2/s$ gives $x/(x^2+a^2)$, which is the expansion.

For the rate, note that $\ln\rho=\operatorname{arsinh}a$. For $a\ge0$ we have $a\le\sinh a$, and applying the increasing function arsinh gives $\ln\rho\le a$. For the lower bound, let $g(t)=\operatorname{arsinh}t-t+t^3/6$ and $r=\sqrt{1+t^2}$. Then $t^2=r^2-1$ and

$$g'(t)=\frac1r-1+\frac{t^2}{2}=\frac{r^3-3r+2}{2r}=\frac{(r-1)^2(r+2)}{2r}\ge0.$$

Since $g(0)=0$, it follows that $g(a)\ge0$. Finally, $\rho^{-(2k+1)}=e^{-(2k+1)\ln\rho}$ turns the bounds on $\ln\rho$ into

$$\frac{2}{s}e^{-(2k+1)a}\le|b_k|\le\frac{2}{s}e^{-(2k+1)(a-a^3/6)}.$$

## The band, the poles and the series as Lean objects

The real function `rho` is $\rho$, and `coeff a k` is $b_k$, with `k` a natural number starting at zero. The coefficients are defined by the closed formula, not by projection integrals. The polynomials are Mathlib's `Chebyshev.T`, evaluated at a real number.

The expansion is `hasSum_pole_pair`. It assumes `0 < a` and `x ∈ Set.Icc (-1 : ℝ) 1`, that is, poles off the real axis and a scaled energy inside the band. Its conclusion is a `HasSum`: the series converges to the stated value whatever the order of its terms.

The version in physical variables is `hasSum_matsubara`, for positive `β` and `W` and `|E| ≤ W`. The function there is

$$\frac{WE}{E^2+(\pi/\beta)^2},$$

where the factor $W$ comes from the scaling and keeps the expression dimensionless. Frequencies are measured in energy units, with $\hbar=1$. The link to the Fermi function is `first_matsubara_pole`: $i\pi/\beta$ is a zero of both $e^{\beta E}+1$ and $E^2+(\pi/\beta)^2$.

The rate is bounded in `log_rho_bounds`, which also admits $a=0$, and `coeff_decay` contains the two exponential bounds on $|b_k|$. The upper one decays with $k$ only for $a<\sqrt6$, which includes the low-temperature regime; the exact size in `abs_coeff` decays for every $a>0$.

The theorems treat one pole pair at a real energy, and leave out the other Matsubara poles, the error of a truncated series and functions of a Hamiltonian matrix.

```lean
import Mathlib

open Polynomial

namespace MatsubaraChebyshev

noncomputable section

/-- The Chebyshev convergence parameter `ρ = a + √(1 + a²)` for poles at `± i a`. -/
def rho (a : ℝ) : ℝ := a + √(1 + a ^ 2)

/-- The coefficient of the Chebyshev polynomial of degree `2k + 1` in the expansion of the
pole pair. -/
def coeff (a : ℝ) (k : ℕ) : ℝ :=
  2 / √(1 + a ^ 2) * ((-1) ^ k * (rho a)⁻¹ ^ (2 * k + 1))

/-- The imaginary energy `iπ/β` is a zero of the Fermi denominator `exp(βE) + 1` and of
`E² + (π/β)²`. -/
theorem first_matsubara_pole {β : ℝ} (hβ : β ≠ 0) :
    Complex.exp (β * (Real.pi / β * Complex.I)) + 1 = 0 ∧
      (Real.pi / β * Complex.I) ^ 2 + (Real.pi / β : ℂ) ^ 2 = 0 := by
  have hb : (β : ℂ) ≠ 0 := by exact_mod_cast hβ
  constructor
  · have h : (β : ℂ) * (Real.pi / β * Complex.I) = Real.pi * Complex.I := by
      field_simp
    rw [h, Complex.exp_pi_mul_I]
    ring
  · linear_combination (Real.pi / β : ℂ) ^ 2 * Complex.I_sq

/-- The inverse of `ρ` is `√(1 + a²) - a`. -/
theorem rho_inv (a : ℝ) : (rho a)⁻¹ = √(1 + a ^ 2) - a := by
  have hs := Real.sq_sqrt (by positivity : (0 : ℝ) ≤ 1 + a ^ 2)
  apply inv_eq_of_mul_eq_one_right
  unfold rho
  linear_combination hs

/-- For poles off the real axis the parameter `ρ` exceeds one. -/
theorem one_lt_rho {a : ℝ} (ha : 0 < a) : 1 < rho a := by
  have hs := Real.sq_sqrt (by positivity : (0 : ℝ) ≤ 1 + a ^ 2)
  have h1 : 1 ≤ √(1 + a ^ 2) := by
    nlinarith [Real.sqrt_nonneg (1 + a ^ 2), sq_nonneg a]
  unfold rho
  linarith

/-- Each Chebyshev term is the real part of a term of a complex geometric series. -/
theorem term_re (q θ : ℝ) (k : ℕ) :
    ((q * Complex.exp (θ * Complex.I)) * (-(q * Complex.exp (θ * Complex.I)) ^ 2) ^ k).re =
      (-1) ^ k * q ^ (2 * k + 1) * (Chebyshev.T ℝ (2 * k + 1)).eval (Real.cos θ) := by
  have e : Complex.exp (((2 * k + 1 : ℝ) * θ : ℝ) * Complex.I) =
      Complex.exp (θ * Complex.I) ^ (2 * k + 1) := by
    rw [← Complex.exp_nat_mul]
    congr 1
    push_cast
    ring
  have h : (q * Complex.exp (θ * Complex.I)) * (-(q * Complex.exp (θ * Complex.I)) ^ 2) ^ k =
      (((-1) ^ k * q ^ (2 * k + 1) : ℝ) : ℂ) *
        Complex.exp (((2 * k + 1 : ℝ) * θ : ℝ) * Complex.I) := by
    rw [e, neg_pow]
    push_cast
    ring
  rw [h, Complex.re_ofReal_mul, Complex.exp_ofReal_mul_I_re, Chebyshev.T_real_cos]
  norm_num

/-- The real part of the summed geometric series `z / (1 + z²)`, for
`z = (s - a)(c + iσ)` with `s² = 1 + a²` and `c² + σ² = 1`. -/
theorem geometric_re {a s c σ : ℝ} (ha : 0 < a) (hs : s ^ 2 = 1 + a ^ 2)
    (hc : c ^ 2 + σ ^ 2 = 1) {z : ℂ} (hz : z = ((s - a : ℝ) : ℂ) * (c + σ * Complex.I)) :
    (z * (1 - -z ^ 2)⁻¹).re = s * c / (2 * (c ^ 2 + a ^ 2)) := by
  have hs' : (s : ℂ) ^ 2 = 1 + (a : ℂ) ^ 2 := by exact_mod_cast hs
  have hc' : (c : ℂ) ^ 2 + (σ : ℂ) ^ 2 = 1 := by exact_mod_cast hc
  have hD : (2 * ((c : ℂ) ^ 2 + (a : ℂ) ^ 2)) ≠ 0 := by
    have : 2 * (c ^ 2 + a ^ 2) ≠ 0 := by positivity
    exact_mod_cast this
  have h1 : 1 + z ^ 2 = 2 * z * (s * c - a * σ * Complex.I) := by
    rw [hz]
    push_cast
    linear_combination (-((c : ℂ) ^ 2 - Complex.I ^ 2 * σ ^ 2)) * hs' - hc' +
      (σ : ℂ) ^ 2 * Complex.I_sq
  have h2 : ((s : ℂ) * c - a * σ * Complex.I) * (s * c + a * σ * Complex.I) =
      (c : ℂ) ^ 2 + (a : ℂ) ^ 2 := by
    linear_combination (c : ℂ) ^ 2 * hs' + (a : ℂ) ^ 2 * hc' -
      (a : ℂ) ^ 2 * σ ^ 2 * Complex.I_sq
  have key : z * (2 * ((c : ℂ) ^ 2 + (a : ℂ) ^ 2)) =
      (s * c + a * σ * Complex.I) * (1 + z ^ 2) := by
    linear_combination (-((s : ℂ) * c + a * σ * Complex.I)) * h1 - 2 * z * h2
  have hne : 1 + z ^ 2 ≠ 0 := by
    intro h
    rw [h, mul_zero] at key
    have hz0 : z = 0 := (mul_eq_zero.1 key).resolve_right hD
    rw [hz0] at h
    norm_num at h
  have hv : z * (1 - -z ^ 2)⁻¹ = ((s * c / (2 * (c ^ 2 + a ^ 2)) : ℝ) : ℂ) +
      ((a * σ / (2 * (c ^ 2 + a ^ 2)) : ℝ) : ℂ) * Complex.I := by
    have hr : ((s * c / (2 * (c ^ 2 + a ^ 2)) : ℝ) : ℂ) +
        ((a * σ / (2 * (c ^ 2 + a ^ 2)) : ℝ) : ℂ) * Complex.I =
        (s * c + a * σ * Complex.I) / (2 * ((c : ℂ) ^ 2 + (a : ℂ) ^ 2)) := by
      push_cast
      ring
    rw [hr, sub_neg_eq_add, ← div_eq_mul_inv, div_eq_div_iff hne hD]
    exact key
  rw [hv, Complex.add_re, Complex.ofReal_re, Complex.re_ofReal_mul, Complex.I_re, mul_zero,
    add_zero]

/-- Chebyshev expansion of the pole pair: on `[-1, 1]` the series with coefficients `coeff a k`
and polynomials of degree `2k + 1` converges to `x / (x² + a²)`. -/
theorem hasSum_pole_pair {a x : ℝ} (ha : 0 < a) (hx : x ∈ Set.Icc (-1 : ℝ) 1) :
    HasSum (fun k : ℕ => coeff a k * (Chebyshev.T ℝ (2 * k + 1)).eval x)
      (x / (x ^ 2 + a ^ 2)) := by
  obtain ⟨θ, rfl⟩ : ∃ θ, x = Real.cos θ := ⟨_, (Real.cos_arccos hx.1 hx.2).symm⟩
  have hρ := one_lt_rho ha
  have hq0 : 0 < (rho a)⁻¹ := inv_pos.2 (by linarith)
  have hq1 : (rho a)⁻¹ < 1 := inv_lt_one_of_one_lt₀ hρ
  have hs := Real.sq_sqrt (by positivity : (0 : ℝ) ≤ 1 + a ^ 2)
  have hs0 : 0 < √(1 + a ^ 2) := Real.sqrt_pos.2 (by positivity)
  obtain ⟨z, hz⟩ : ∃ z : ℂ, z = ((rho a)⁻¹ : ℝ) * Complex.exp (θ * Complex.I) := ⟨_, rfl⟩
  have hn : ‖-z ^ 2‖ < 1 := by
    rw [norm_neg, norm_pow, hz, norm_mul, Complex.norm_exp_ofReal_mul_I, Complex.norm_real,
      Real.norm_of_nonneg hq0.le, mul_one]
    exact pow_lt_one₀ hq0.le hq1 two_ne_zero
  -- sum the geometric series and take real parts
  have g := (hasSum_geometric_of_norm_lt_one hn).mul_left z
  have r := (Complex.reCLM.hasSum g).mul_left (2 / √(1 + a ^ 2))
  have hf : (fun k : ℕ => coeff a k * (Chebyshev.T ℝ (2 * k + 1)).eval (Real.cos θ)) =
      fun k : ℕ => 2 / √(1 + a ^ 2) * Complex.reCLM (z * (-z ^ 2) ^ k) := by
    funext k
    change _ = 2 / √(1 + a ^ 2) * (z * (-z ^ 2) ^ k).re
    rw [hz, term_re]
    unfold coeff
    ring
  have hv : Real.cos θ / (Real.cos θ ^ 2 + a ^ 2) =
      2 / √(1 + a ^ 2) * Complex.reCLM (z * (1 - -z ^ 2)⁻¹) := by
    change _ = 2 / √(1 + a ^ 2) * (z * (1 - -z ^ 2)⁻¹).re
    have hz' : z = ((√(1 + a ^ 2) - a : ℝ) : ℂ) *
        ((Real.cos θ : ℝ) + (Real.sin θ : ℝ) * Complex.I) := by
      rw [hz, rho_inv, Complex.exp_mul_I, Complex.ofReal_cos, Complex.ofReal_sin]
    rw [geometric_re ha hs (Real.cos_sq_add_sin_sq θ) hz']
    have hD : Real.cos θ ^ 2 + a ^ 2 ≠ 0 := by positivity
    field_simp
  rw [hf, hv]
  exact r

/-- The size of a coefficient is `2 / √(1 + a²)` times `ρ` to the power `-(2k + 1)`. -/
theorem abs_coeff {a : ℝ} (ha : 0 < a) (k : ℕ) :
    |coeff a k| = 2 / √(1 + a ^ 2) * (rho a)⁻¹ ^ (2 * k + 1) := by
  have hρ : 0 < rho a := by linarith [one_lt_rho ha]
  have h1 : 0 ≤ 2 / √(1 + a ^ 2) := by positivity
  have h2 : 0 ≤ (rho a)⁻¹ ^ (2 * k + 1) := by positivity
  unfold coeff
  rw [abs_mul, abs_mul, abs_of_nonneg h1, abs_of_nonneg h2, abs_pow, abs_neg, abs_one,
    one_pow, one_mul]


/-- The decay rate per degree satisfies `a - a³/6 ≤ ln ρ ≤ a`. -/
theorem log_rho_bounds {a : ℝ} (ha : 0 ≤ a) :
    a - a ^ 3 / 6 ≤ Real.log (rho a) ∧ Real.log (rho a) ≤ a := by
  change a - a ^ 3 / 6 ≤ Real.arsinh a ∧ Real.arsinh a ≤ a
  constructor
  · have hd : ∀ y : ℝ, HasDerivAt (fun t : ℝ => Real.arsinh t - t + t ^ 3 / 6)
        ((√(1 + y ^ 2))⁻¹ - 1 + y ^ 2 / 2) y := by
      intro y
      refine (((Real.hasDerivAt_arsinh y).fun_sub (hasDerivAt_id' y)).fun_add
        ((hasDerivAt_pow 3 y).div_const 6)).congr_deriv ?_
      norm_num
      ring
    have hm : Monotone (fun t : ℝ => Real.arsinh t - t + t ^ 3 / 6) := by
      refine monotone_of_deriv_nonneg (fun y => (hd y).differentiableAt) fun y => ?_
      rw [(hd y).deriv]
      have hs := Real.sq_sqrt (by positivity : (0 : ℝ) ≤ 1 + y ^ 2)
      have hs0 : 0 < √(1 + y ^ 2) := Real.sqrt_pos.2 (by positivity)
      generalize √(1 + y ^ 2) = s at hs hs0
      have hy : s⁻¹ - 1 + y ^ 2 / 2 = (s - 1) ^ 2 * (s + 2) / (2 * s) := by
        have hy2 : y ^ 2 = s ^ 2 - 1 := by linarith
        rw [hy2]
        field_simp
        ring
      rw [hy]
      positivity
    have h := hm ha
    simp only [Real.arsinh_zero] at h
    linarith
  · calc Real.arsinh a ≤ Real.arsinh (Real.sinh a) :=
          Real.arsinh_le_arsinh.2 (Real.self_le_sinh_iff.2 ha)
      _ = a := Real.arsinh_sinh a

/-- For energies `E` in a band `[-W, W]` at inverse temperature `β`, the Chebyshev series in
`E / W` with `a = π/(βW)` converges to `W E / (E² + (π/β)²)`. -/
theorem hasSum_matsubara {β W E : ℝ} (hβ : 0 < β) (hW : 0 < W) (hE : |E| ≤ W) :
    HasSum (fun k : ℕ => coeff (Real.pi / (β * W)) k *
      (Chebyshev.T ℝ (2 * k + 1)).eval (E / W)) (W * E / (E ^ 2 + (Real.pi / β) ^ 2)) := by
  have hx : E / W ∈ Set.Icc (-1 : ℝ) 1 := by
    obtain ⟨h1, h2⟩ := abs_le.1 hE
    exact ⟨by rw [le_div_iff₀ hW]; linarith, by rw [div_le_iff₀ hW]; linarith⟩
  have ha : 0 < Real.pi / (β * W) := div_pos Real.pi_pos (mul_pos hβ hW)
  have hp : 0 < Real.pi / β := div_pos Real.pi_pos hβ
  have hv : W * E / (E ^ 2 + (Real.pi / β) ^ 2) =
      E / W / ((E / W) ^ 2 + (Real.pi / (β * W)) ^ 2) := by
    rw [← div_div Real.pi β W]
    generalize Real.pi / β = p at hp
    have hD : E ^ 2 + p ^ 2 ≠ 0 := by positivity
    have hr : (E / W) ^ 2 + (p / W) ^ 2 = (E ^ 2 + p ^ 2) / W ^ 2 := by ring
    rw [hr]
    field_simp
  rw [hv]
  exact hasSum_pole_pair ha hx

/-- The absolute values of the coefficients lie between `2 / √(1 + a²)` times two exponentials in
the degree `2k + 1`, with rates `a` (lower bound) and `a - a³/6` (upper bound). -/
theorem coeff_decay {a : ℝ} (ha : 0 < a) (k : ℕ) :
    2 / √(1 + a ^ 2) * Real.exp (-((2 * k + 1) * a)) ≤ |coeff a k| ∧
      |coeff a k| ≤ 2 / √(1 + a ^ 2) * Real.exp (-((2 * k + 1) * (a - a ^ 3 / 6))) := by
  have hρ : 0 < rho a := by linarith [one_lt_rho ha]
  obtain ⟨h1, h2⟩ := log_rho_bounds ha.le
  have he : (rho a)⁻¹ ^ (2 * k + 1) = Real.exp (-((2 * k + 1) * Real.log (rho a))) := by
    have h : (rho a)⁻¹ = Real.exp (-Real.log (rho a)) := by
      rw [Real.exp_neg, Real.exp_log hρ]
    rw [h, ← Real.exp_nat_mul]
    congr 1
    push_cast
    ring
  rw [abs_coeff ha, he]
  constructor <;> gcongr

end

end MatsubaraChebyshev
```

```lean
#print axioms MatsubaraChebyshev.first_matsubara_pole
#print axioms MatsubaraChebyshev.hasSum_pole_pair
#print axioms MatsubaraChebyshev.hasSum_matsubara
#print axioms MatsubaraChebyshev.coeff_decay
```

```
'MatsubaraChebyshev.first_matsubara_pole' depends on axioms: [propext, Classical.choice, Quot.sound]
'MatsubaraChebyshev.hasSum_pole_pair' depends on axioms: [propext, Classical.choice, Quot.sound]
'MatsubaraChebyshev.hasSum_matsubara' depends on axioms: [propext, Classical.choice, Quot.sound]
'MatsubaraChebyshev.coeff_decay' depends on axioms: [propext, Classical.choice, Quot.sound]
```

## From the complex series to the real theorem

The lemmas `rho_inv` and `one_lt_rho` supply $\rho^{-1}=s-a$ and $\rho>1$. In `term_re`, the exponential is raised to the power $2k+1$, and `Chebyshev.T_real_cos` identifies the cosine in its real part with the Chebyshev polynomial.

The algebra of the summed series is in `geometric_re`, where `c` and `σ` stand for $\cos\theta$ and $\sin\theta$. Its step `h1` is the formula for $z+z^{-1}$ multiplied by $z$, and `h2` is the squared modulus without its factor 4. Together they give `key`, the desired quotient with its denominators cleared. This identity also shows that $1+z^2\ne0$: otherwise it would force $z=0$, and then $1+z^2=1$. The `linear_combination` calls state which multiples of $s^2=1+a^2$, $\cos^2\theta+\sin^2\theta=1$ and $i^2=-1$ are needed.

`hasSum_pole_pair` then follows the derivation above. It chooses $\theta=\arccos x$, proves that $-z^2$ has norm below one, and applies `hasSum_geometric_of_norm_lt_one`. Taking the real part is a continuous linear map, `Complex.reCLM`, so it can be carried through the infinite sum. The facts `hf` and `hv` match the terms and the limit with those of the Chebyshev series. `hasSum_matsubara` substitutes $x=E/W$ and simplifies the fraction.

In `log_rho_bounds`, the opening `change` replaces $\ln\rho$ by `Real.arsinh a`, which has the same definition. The derivative of $g$ is `hd`, its factorisation is `hy`, and `hm` is the resulting monotonicity. `coeff_decay` rewrites the power of $\rho^{-1}$ as an exponential, after which `gcongr` transfers the inequalities for $\ln\rho$ to both bounds.

## Beyond the band edge and towards zero temperature

Some restriction on $x$ is needed, although the series still converges slightly outside the band, for $|x|<\sqrt{1+a^2}$. Take $x=\sqrt{1+a^2}$, which corresponds to an energy $\sqrt{W^2+(\pi/\beta)^2}$ outside the band. Here $x=(\rho+\rho^{-1})/2$, so $T_n(x)=(\rho^n+\rho^{-n})/2$, and the $k$-th term of the series is

$$\frac{(-1)^k}{\sqrt{1+a^2}}\left(1+\rho^{-2(2k+1)}\right).$$

The terms do not tend to zero and the series diverges, although $x/(x^2+a^2)$ is perfectly finite there.

At low temperature, $a=\pi/(\beta W)$ tends to zero, and the bounds on $\ln\rho$ squeeze $\beta W\ln\rho$ towards $\pi$. In the limit itself, $a=0$ gives $\rho=1$, and the coefficients $2(-1)^k$ no longer decay. At $x=1$ the series becomes $2-2+2-\cdots$, which diverges, while the function it should represent has the value 1.
